# For host AB and dopant phase DB₂ with 2H < h < 0, substitution costs least inside the host's stability window

A dopant formation energy from an electronic-structure calculation depends on the chemical potentials at which it is evaluated. Evaluating it only at the A-rich and A-poor ends of the host's stability window can miss the minimum, even in a model with a fixed defect energy and a single competing dopant phase.

Let $a,b,d$ be the potentials of A, B and the dopant D relative to their elements, and let $H,h$ be the formation energies of AB and DB₂ per formula unit. Replacing A by D costs $E+a-d$, where $E$ collects the total-energy difference and the elemental references. The potentials must satisfy $a+b=H$, so that the host is in equilibrium, and $a,b,d\le0$ and $d+2b\le h$, so that neither the elements nor DB₂ precipitate. If $2H<h<0$, the minimum under these conditions is $E+H-h/2$, attained only at $a=H-h/2$, $b=h/2$, $d=0$.

Take $H=-3$ and $h=-2$ in eV. At the A-poor end, $a=-3$ and $b=0$ force $d\le-2$, so the best cost is $E-1$. At the A-rich end, $a=0$, $b=-3$ and $d=0$ give $E$. The interior point $a=-2$, $b=-1$, $d=0$ gives $E-2$, lower than both.

## Equilibrium with the host: $a+b=H$

For a general host $\mathrm{A}_p\mathrm{B}_q$ the condition is $pa+qb=H$. It says that the host neither grows nor dissolves, and it leaves one free potential along the window.

In Lean 4 with Mathlib:

```lean
import Mathlib

namespace BestDopingInWindow

noncomputable section

/-- Chemical potentials `a`, `b`, `d` (relative to the elements) at which the host `A_p B_q`
of formation energy `H` is in equilibrium, and neither the elements nor the dopant phase
`D_r B_s` of formation energy `h` precipitates. -/
structure Allowed (p q r s H h a b d : ℝ) : Prop where
  host : p * a + q * b = H
  a_le : a ≤ 0
  b_le : b ≤ 0
  d_le : d ≤ 0
  phase : r * d + s * b ≤ h
```

`Allowed` collects this equation and the four precipitation limits for real potentials; the general dopant phase is $\mathrm{D}_r\mathrm{B}_s$. The cost itself is a separate definition, with $E$ independent of the potentials. Charge states, the Fermi level, temperature and further competing phases are not modelled.

```lean
/-- Formation energy of the dopant D on an A site: one A atom goes to its reservoir and
one D atom is taken from its reservoir. -/
def substitutionEnergy (E a d : ℝ) : ℝ := E + a - d
```

Setting $d=0$ and $rd+sb=h$ gives the corner where host, elemental D and dopant phase coexist: $b=h/s$ and $a=(H-qh/s)/p$.

```lean
/-- The potential of A at which the host, the pure dopant element and the dopant phase
coexist. -/
def cornerA (p q s H h : ℝ) : ℝ := (H - q * h / s) / p
```

By hand, the host equation eliminates $a$. The cost above its corner value is

$$\frac{H-qb}{p}-d-\frac{H-qh/s}{p}=\frac qp\left(\frac hs-b\right)-d .$$

Write $\sigma=h-rd-sb$ for the distance to precipitation of the dopant phase. Then $h/s-b=(\sigma+rd)/s$, and the difference becomes

$$\frac{q}{ps}\,\sigma+\left(1-\frac{qr}{ps}\right)(-d).$$

For AB and DB₂ both weights are $1/2$. In `energy_gap`, `subst` replaces $H$ by $pa+qb$, and `field_simp` with `ring` checks the identity.

```lean
/-- The substitution energy, measured from its value at the coexistence corner, is a
combination of the distances to the two precipitation limits of the dopant. -/
theorem energy_gap {p q r s H h a b d : ℝ} (E : ℝ) (hp : p ≠ 0) (hs : s ≠ 0)
    (hab : p * a + q * b = H) :
    substitutionEnergy E a d - (E + cornerA p q s H h)
      = q / (p * s) * (h - r * d - s * b) + (1 - q * r / (p * s)) * (-d) := by
  subst hab
  unfold substitutionEnergy cornerA
  field_simp
  ring
```

Without the host equation, $a$ could decrease indefinitely at fixed $b,d$, and the cost would have no lower bound.

## No precipitation of the dopant: $d\le0$ and $d+2b\le h$

The first inequality keeps elemental D from forming, the second keeps DB₂ from forming. They make $-d$ and $\sigma$ nonnegative, which is what the identity needs for a lower bound. The proof of `best_doping_interior` below uses them as `hal.d_le` and `hal.phase`, in the steps `t2` and `t1`.

Both are needed in the example with $H=-3$, $h=-2$. Dropping $d\le0$ admits $a=b=-1.5$, $d=1$, with cost $E-2.5$. Dropping the DB₂ limit admits $a=-3$, $b=d=0$, with cost $E-3$. Both lie below $E-2$.

The host limits $a\le0$ and $b\le0$ play a different role: they define the window, and the corner must satisfy them, but the lower bound does not use them.

## A dopant phase richer in B than the host: $qr<ps$

This compares B per metal atom, $q/p<s/r$ for positive $r$. For AB and DB₂ it reads $1<2$. It makes the weight of $-d$ strictly positive; the weight of $\sigma$ is positive because $p,q,s>0$. The cost can therefore equal the corner value only if $\sigma=0$ and $d=0$, which fixes $b=h/s$, and then $a$.

```lean
/-- If `h < 0`, `s H < q h` and the dopant phase is richer in B than the host, the substitution
energy has its minimum at the coexistence corner and nowhere else, and this corner lies strictly
inside the host window. -/
theorem best_doping_interior {p q r s H h : ℝ} (E : ℝ) (hp : 0 < p) (hq : 0 < q) (hs : 0 < s)
    (hrich : q * r < p * s) (hh : h < 0) (hH : s * H < q * h) :
    Allowed p q r s H h (cornerA p q s H h) (h / s) 0 ∧
    H / p < cornerA p q s H h ∧ cornerA p q s H h < 0 ∧
    ∀ a b d, Allowed p q r s H h a b d →
      E + cornerA p q s H h ≤ substitutionEnergy E a d ∧
      (substitutionEnergy E a d = E + cornerA p q s H h ↔
        a = cornerA p q s H h ∧ b = h / s ∧ d = 0) := by
  have hneg : q * h / s < 0 := div_neg_of_neg_of_pos (mul_neg_of_pos_of_neg hq hh) hs
  have hlt : H < q * h / s := (lt_div_iff₀ hs).2 (by linarith)
  have hA : cornerA p q s H h < 0 := div_neg_of_neg_of_pos (by linarith) hp
  have hb : h / s < 0 := div_neg_of_neg_of_pos hh hs
  have hsb : s * (h / s) = h := by field_simp
  refine ⟨⟨?_, hA.le, hb.le, le_refl 0, by linarith⟩, ?_, hA, ?_⟩
  · unfold cornerA
    field_simp
    ring
  · exact div_lt_div_of_pos_right (by linarith) hp
  · intro a b d hal
    have gap := energy_gap (r := r) (h := h) (d := d) E hp.ne' hs.ne' hal.host
    -- both weights in the gap are positive
    have c1 : 0 < q / (p * s) := div_pos hq (mul_pos hp hs)
    have c2 : 0 < 1 - q * r / (p * s) := by
      have := (div_lt_one (mul_pos hp hs)).2 hrich
      linarith
    have t1 : 0 ≤ q / (p * s) * (h - r * d - s * b) :=
      mul_nonneg c1.le (by linarith [hal.phase])
    have t2 : 0 ≤ (1 - q * r / (p * s)) * (-d) :=
      mul_nonneg c2.le (by linarith [hal.d_le])
    refine ⟨by linarith, ?_, ?_⟩
    · intro heq
      -- at the minimum both distances vanish
      have z1 : q / (p * s) * (h - r * d - s * b) = 0 := by linarith
      have z2 : (1 - q * r / (p * s)) * (-d) = 0 := by linarith
      have e1 := (mul_eq_zero.1 z1).resolve_left c1.ne'
      have e2 := (mul_eq_zero.1 z2).resolve_left c2.ne'
      have hd : d = 0 := by linarith
      rw [hd] at e1
      refine ⟨?_, (eq_div_iff hs.ne').2 (by linarith), hd⟩
      unfold substitutionEnergy at heq
      linarith
    · rintro ⟨ha, -, hd⟩
      rw [substitutionEnergy, ha, hd, sub_zero]
```

The theorem states that the corner is allowed, that it lies strictly between $a=H/p$ and $a=0$, and that it is the unique minimiser. In the proof, `c1` and `c2` are the positive weights. When the cost equals the corner value, two nonnegative terms sum to zero, so each vanishes (`z1`, `z2`); `mul_eq_zero` then removes the weights. The converse is substitution.

## Stability of both compounds: $2H<h<0$

The inequality $h<0$ says that DB₂ is stable against its elements; it puts the corner at $b=h/2<0$. The inequality $2H<h$ says that the reaction

$$2\,\mathrm{AB}+\mathrm{D}\to\mathrm{DB_2}+2\,\mathrm{A}$$

costs energy, $h-2H>0$, so elemental D does not reduce the host to elemental A. It puts the corner at $a=H-h/2<0$. In the general proof these conditions, with $sH<qh$ as the second, enter through `hneg`, `hb`, `hlt` and `hA`.

If $h=0$, the corner moves to the end $b=0$. If $2H<h$ fails, the corner can leave the window: for $H=-1$ and $h=-3$ it would need $a=0.5$. There $d\le-3-2b$ gives $a-d\ge2+b\ge1$, since $b=-1-a\ge-1$. The minimum is then $E+1$, at the end $a=0$, $b=d=-1$.

The AB/DB₂ theorem sets $p=q=r=1$ and $s=2$ in the general one; `key` simplifies the corner value.

```lean
/-- For a host AB and a dopant phase DB₂ with `2H < h < 0`, the lowest substitution energy is
`E + H - h/2`, attained only at the interior point `a = H - h/2` with `d = 0`. -/
theorem best_doping_AB_DB2 {H h : ℝ} (E : ℝ) (hH : 2 * H < h) (hh : h < 0) :
    Allowed 1 1 1 2 H h (H - h / 2) (h / 2) 0 ∧
    H < H - h / 2 ∧ H - h / 2 < 0 ∧
    ∀ a b d, Allowed 1 1 1 2 H h a b d →
      E + (H - h / 2) ≤ substitutionEnergy E a d ∧
      (substitutionEnergy E a d = E + (H - h / 2) ↔
        a = H - h / 2 ∧ b = h / 2 ∧ d = 0) := by
  have key : cornerA 1 1 2 H h = H - h / 2 := by
    unfold cornerA
    ring
  have m := best_doping_interior (p := 1) (q := 1) (r := 1) (s := 2) (H := H) (h := h) E
    (by norm_num) (by norm_num) (by norm_num) (by norm_num) hh (by linarith)
  simp only [key, div_one] at m
  exact m
```

## Dopant phases no richer in B

At equal composition, $qr=ps$, the weight of $-d$ vanishes. The corner value is still a lower bound, but an allowed point reaches it exactly when $\sigma=0$, so uniqueness can fail. For AB and DB with $H=-3$, $h=-2$, the points $(a,b,d)=(-1,-2,0)$ and $(-3,0,-2)$ both cost $E-1$. The proof deletes the vanished term and repeats the argument for $\sigma$.

```lean
/-- If the dopant phase has the same ratio of B to metal as the host, the corner value is still
a lower bound, and it is reached exactly where the dopant phase coexists with the host. -/
theorem best_doping_degenerate {p q r s H h a b d : ℝ} (E : ℝ) (hp : 0 < p) (hq : 0 < q)
    (hs : 0 < s) (hsame : q * r = p * s) (hal : Allowed p q r s H h a b d) :
    E + cornerA p q s H h ≤ substitutionEnergy E a d ∧
    (substitutionEnergy E a d = E + cornerA p q s H h ↔ r * d + s * b = h) := by
  have gap := energy_gap (r := r) (h := h) (d := d) E hp.ne' hs.ne' hal.host
  -- the weight of the elemental limit vanishes
  rw [hsame, div_self (mul_pos hp hs).ne', sub_self, zero_mul, add_zero] at gap
  have c1 : 0 < q / (p * s) := div_pos hq (mul_pos hp hs)
  have t1 : 0 ≤ q / (p * s) * (h - r * d - s * b) :=
    mul_nonneg c1.le (by linarith [hal.phase])
  refine ⟨by linarith, ?_, ?_⟩
  · intro heq
    have z1 : q / (p * s) * (h - r * d - s * b) = 0 := by linarith
    have e1 := (mul_eq_zero.1 z1).resolve_left c1.ne'
    linarith
  · intro hedge
    have e1 : h - r * d - s * b = 0 := by linarith
    rw [e1, mul_zero] at gap
    linarith
```

For a phase poorer in B, $ps<qr$, the weight of $-d$ would be negative for positive $p,s$. Eliminating $d$ through $\sigma$ instead gives

$$a-d-\left(\frac Hp-\frac hr\right)=\frac1r\,\sigma+\left(\frac qp-\frac sr\right)(-b),$$

with both weights positive for $p,r>0$. Now $b\le0$ does enter the bound, and for $H\le0$ and $h\le0$ the unique minimum sits at $b=0$, $a=H/p$, $d=h/r$. For AB and D₂B with the same $H,h$, this end costs $E-2$, while the former corner costs $E-1$. The proof establishes this identity as `gap` and again makes both terms vanish.

```lean
/-- If `H ≤ 0`, `h ≤ 0` and the dopant phase is poorer in B than the host, the substitution energy
has its minimum only at the end `b = 0` of the host window, with the dopant phase coexisting there.
-/
theorem best_doping_at_end {p q r s H h : ℝ} (E : ℝ) (hp : 0 < p) (hr : 0 < r)
    (hpoor : p * s < q * r) (hH : H ≤ 0) (hh : h ≤ 0) :
    Allowed p q r s H h (H / p) 0 (h / r) ∧
    ∀ a b d, Allowed p q r s H h a b d →
      E + H / p - h / r ≤ substitutionEnergy E a d ∧
      (substitutionEnergy E a d = E + H / p - h / r ↔ a = H / p ∧ b = 0 ∧ d = h / r) := by
  have hpH : p * (H / p) = H := by field_simp
  have hrh : r * (h / r) = h := by field_simp
  refine ⟨⟨by linarith, div_nonpos_of_nonpos_of_nonneg hH hp.le, le_refl 0,
    div_nonpos_of_nonpos_of_nonneg hh hr.le, by linarith⟩, ?_⟩
  intro a b d hal
  -- now the distances to the dopant phase and to pure B control the energy
  have gap : substitutionEnergy E a d - (E + H / p - h / r)
      = 1 / r * (h - r * d - s * b) + (q / p - s / r) * (-b) := by
    rw [← hal.host]
    unfold substitutionEnergy
    field_simp
    ring
  have c1 : 0 < 1 / r := one_div_pos.2 hr
  have c2 : 0 < q / p - s / r := by
    have := (div_lt_div_iff₀ hr hp).2 (show s * p < q * r by linarith)
    linarith
  have t1 : 0 ≤ 1 / r * (h - r * d - s * b) := mul_nonneg c1.le (by linarith [hal.phase])
  have t2 : 0 ≤ (q / p - s / r) * (-b) := mul_nonneg c2.le (by linarith [hal.b_le])
  refine ⟨by linarith, ?_, ?_⟩
  · intro heq
    have z1 : 1 / r * (h - r * d - s * b) = 0 := by linarith
    have z2 : (q / p - s / r) * (-b) = 0 := by linarith
    have e1 := (mul_eq_zero.1 z1).resolve_left c1.ne'
    have e2 := (mul_eq_zero.1 z2).resolve_left c2.ne'
    have hb : b = 0 := by linarith
    have e3 := hal.host
    rw [hb] at e1 e3
    exact ⟨(eq_div_iff hp.ne').2 (by linarith), hb, (eq_div_iff hr.ne').2 (by linarith)⟩
  · rintro ⟨ha, -, hd⟩
    rw [substitutionEnergy, ha, hd]

end

end BestDopingInWindow
```

```lean
#print axioms BestDopingInWindow.best_doping_interior
-- 'BestDopingInWindow.best_doping_interior' depends on axioms: [propext, Classical.choice, Quot.sound]
#print axioms BestDopingInWindow.best_doping_AB_DB2
-- 'BestDopingInWindow.best_doping_AB_DB2' depends on axioms: [propext, Classical.choice, Quot.sound]
#print axioms BestDopingInWindow.best_doping_degenerate
-- 'BestDopingInWindow.best_doping_degenerate' depends on axioms: [propext, Classical.choice, Quot.sound]
#print axioms BestDopingInWindow.best_doping_at_end
-- 'BestDopingInWindow.best_doping_at_end' depends on axioms: [propext, Classical.choice, Quot.sound]
```
